# For y ≥ 0, the squared truncated series of (1 − y)^(−1/2) lies between two geometric sums

Cut off after the power y^m, the expansion of the inverse square root (1 − y)^(−1/2) is a polynomial with coefficients C(2j,j)/4^j. The lemma `invSqrtSeries_sq_bounds` says that for every real y ≥ 0 the square of this polynomial is at least 1 + y + … + y^m and at most 1 + y + … + y^(2m). Here y is a number, which the file describes as an involution error, and it need not be less than 1. The proof writes the square as a sum of nonnegative terms over the pairs (i, j) with both indices at most m. This square of pairs contains the triangle i + j ≤ m and lies inside the triangle i + j ≤ 2m, and over each triangle the terms add up to a geometric sum.

As first written in Lean, the proof fails:

```lean
import Mathlib

open Finset Filter Topology

namespace InverseFreeSignPolynomial

noncomputable section

/-- The coefficient `C(2j,j) / 4^j` of the expansion of the inverse square root. -/
def signCoeff (j : ℕ) : ℝ := (Nat.choose (2 * j) j : ℝ) / 4 ^ j

/-- The truncated inverse square root series in the involution error `y`. -/
def invSqrtSeries (m : ℕ) (y : ℝ) : ℝ := ∑ j ∈ range (m + 1), signCoeff j * y ^ j

/-- Two-term recurrence of the expansion coefficients. -/
theorem signCoeff_succ (j : ℕ) :
    2 * ((j : ℝ) + 1) * signCoeff (j + 1) = (2 * j + 1) * signCoeff j := by
  have h : ((j : ℝ) + 1) * (Nat.centralBinom (j + 1) : ℝ)
      = 2 * (2 * j + 1) * (Nat.centralBinom j : ℝ) := by
    exact_mod_cast Nat.succ_mul_centralBinom_succ j
  simp only [signCoeff, ← Nat.centralBinom_eq_two_mul_choose, pow_succ]
  linear_combination (1 / (2 * 4 ^ j)) * h

theorem signCoeff_nonneg (j : ℕ) : 0 ≤ signCoeff j := by
  unfold signCoeff
  positivity

/-- The self-convolution of the coefficients equals one at every order. -/
theorem signCoeff_convolution (n : ℕ) :
    ∑ p ∈ antidiagonal n, signCoeff p.1 * signCoeff p.2 = 1 := by
  -- by symmetry, the first index has mean `k / 2` on the antidiagonal
  have sym : ∀ k : ℕ, 2 * ∑ p ∈ antidiagonal k, (p.1 : ℝ) * (signCoeff p.1 * signCoeff p.2)
      = k * ∑ p ∈ antidiagonal k, signCoeff p.1 * signCoeff p.2 := by
    intro k
    have hs : ∑ p ∈ antidiagonal k, (p.2 : ℝ) * (signCoeff p.1 * signCoeff p.2)
        = ∑ p ∈ antidiagonal k, (p.1 : ℝ) * (signCoeff p.1 * signCoeff p.2) := by
      rw [← Finset.Nat.sum_antidiagonal_swap]
      refine sum_congr rfl fun p _ => ?_
      simp only [Prod.fst_swap, Prod.snd_swap]
      ring
    have ha : ∑ p ∈ antidiagonal k, (p.1 : ℝ) * (signCoeff p.1 * signCoeff p.2)
        + ∑ p ∈ antidiagonal k, (p.2 : ℝ) * (signCoeff p.1 * signCoeff p.2)
        = k * ∑ p ∈ antidiagonal k, signCoeff p.1 * signCoeff p.2 := by
      rw [← sum_add_distrib, mul_sum]
      refine sum_congr rfl fun p hp => ?_
      have h : (p.1 : ℝ) + p.2 = k := by exact_mod_cast mem_antidiagonal.1 hp
      rw [← h]
      ring
    linarith
  induction n with
  | zero => simp [signCoeff]
  | succ n ih =>
    -- the recurrence links the weighted sums of neighbouring orders
    have h1 : ∑ p ∈ antidiagonal (n + 1), (p.1 : ℝ) * (signCoeff p.1 * signCoeff p.2)
        = ∑ p ∈ antidiagonal n, ((p.1 : ℝ) * (signCoeff p.1 * signCoeff p.2)
          + 1 / 2 * (signCoeff p.1 * signCoeff p.2)) := by
      rw [Finset.Nat.sum_antidiagonal_succ]
      simp only [Nat.cast_zero, zero_mul, zero_add]
      refine sum_congr rfl fun p _ => ?_
      push_cast
      linear_combination (signCoeff p.2 / 2) * signCoeff_succ p.1
    rw [sum_add_distrib, ← mul_sum, ih] at h1
    have s0 := sym n
    rw [ih] at s0
    have s1 := sym (n + 1)
    push_cast at s1
    exact mul_left_cancel₀ (show (n : ℝ) + 1 ≠ 0 by positivity) (by linarith)

/-- For `y ≥ 0`, the squared truncated series lies between two geometric sums. -/
theorem invSqrtSeries_sq_bounds (m : ℕ) {y : ℝ} (hy : 0 ≤ y) :
    ∑ k ∈ range (m + 1), y ^ k ≤ invSqrtSeries m y ^ 2 ∧
      invSqrtSeries m y ^ 2 ≤ ∑ k ∈ range (2 * m + 1), y ^ k := by
  let f : ℕ × ℕ → ℝ := fun p => signCoeff p.1 * signCoeff p.2 * y ^ (p.1 + p.2)
  have hf : ∀ p, 0 ≤ f p := fun p =>
    mul_nonneg (mul_nonneg (signCoeff_nonneg _) (signCoeff_nonneg _)) (pow_nonneg hy _)
  -- a triangle of index pairs sums to a geometric sum
  have tri : ∀ n : ℕ, ∑ p ∈ (range (n + 1)).biUnion (fun k => antidiagonal k), f p
      = ∑ k ∈ range (n + 1), y ^ k := by
    intro n
    rw [sum_biUnion]
    · refine sum_congr rfl fun k _ => ?_
      calc ∑ p ∈ antidiagonal k, f p
          = ∑ p ∈ antidiagonal k, signCoeff p.1 * signCoeff p.2 * y ^ k :=
            sum_congr rfl fun p hp => by simp only [f]; rw [mem_antidiagonal.1 hp]
        _ = y ^ k := by rw [← sum_mul, signCoeff_convolution, one_mul]
    · intro a _ b _ hab
      show Disjoint (antidiagonal a) (antidiagonal b)
      exact disjoint_left.2 fun p ha hb =>
        hab ((mem_antidiagonal.1 ha).symm.trans (mem_antidiagonal.1 hb))
  have hsq : invSqrtSeries m y ^ 2 = ∑ p ∈ range (m + 1) ×ˢ range (m + 1), f p := by
    rw [sum_product, invSqrtSeries, sq, sum_mul_sum]
    refine sum_congr rfl fun i _ => sum_congr rfl fun j _ => ?_
    simp only [f]
    ring
  -- the square of index pairs sits between two triangles
  rw [hsq, ← tri m, ← tri (2 * m)]
  constructor
  · refine sum_le_sum_of_subset_of_nonneg (fun p hp => ?_) fun p _ _ => hf p
    simp only [mem_biUnion, mem_range, mem_antidiagonal, mem_product] at hp ⊢
    obtain ⟨k, hk, h⟩ := hp
    omega
  · refine sum_le_sum_of_subset_of_nonneg (fun p hp => ?_) fun p _ _ => hf p
    simp only [mem_biUnion, mem_range, mem_antidiagonal, mem_product] at hp ⊢
    exact ⟨p.1 + p.2, by omega, rfl⟩

end

end InverseFreeSignPolynomial
```

Compiling this gives:

```
Main.lean:99:39: error: Ambiguous term
  mem_antidiagonal
Possible interpretations:
  HasAntidiagonal.mem_antidiagonal : ?m.431 ∈ HasAntidiagonal.antidiagonal ?m.430 ↔ ?m.431.1 + ?m.431.2 = ?m.430
  
  Finset.mem_antidiagonal : ?m.436 ∈ Finset.antidiagonal ?m.433 ?m.434 ?m.435 ↔
    ?m.436.1 ∈ ?m.431 ∧ ?m.436.2 ∈ ?m.432 ∧ ?m.436.1 + ?m.436.2 = ?m.435
Main.lean:101:4: error: omega could not prove the goal:
a possible counterexample may satisfy the constraints
  c ≥ 0
  b ≥ 0
  a ≥ 0
  a - b ≥ 0
  a - c ≤ -1
where
 a := ↑m
 b := ↑k
 c := ↑p.1
Main.lean:103:39: error: Ambiguous term
  mem_antidiagonal
Possible interpretations:
  HasAntidiagonal.mem_antidiagonal : ?m.472 ∈ HasAntidiagonal.antidiagonal ?m.471 ↔ ?m.472.1 + ?m.472.2 = ?m.471
  
  Finset.mem_antidiagonal : ?m.477 ∈ Finset.antidiagonal ?m.474 ?m.475 ?m.476 ↔
    ?m.477.1 ∈ ?m.472 ∧ ?m.477.2 ∈ ?m.473 ∧ ?m.477.1 + ?m.477.2 = ?m.476
Main.lean:104:32: error: Application type mismatch: The argument
  rfl
has type
  ?m.487 = ?m.487
but is expected to have type
  p ∈ HasAntidiagonal.antidiagonal (p.1 + p.2)
in the application
  ⟨?m.485, rfl⟩
```

Cause. All four errors come from one ambiguous name. In this file `mem_antidiagonal` can mean `HasAntidiagonal.mem_antidiagonal`, which says that a pair sums to a given value, or `Finset.mem_antidiagonal`, about an antidiagonal that also takes two sets. Earlier uses such as `mem_antidiagonal.1 hp` pass because the types there settle the choice. In a `simp only` list nothing does, so Lean reports an ambiguous term.

The other two errors follow, because the memberships were never unfolded. In the first inclusion `h` still says that `p` lies in an antidiagonal, so `omega` lacks the equation `p.1 + p.2 = k` and finds a supposed counterexample with `p.1` greater than `m`. In the second, the goal still asks for membership in the antidiagonal of `p.1 + p.2`, which `rfl` cannot supply.

The diff writes `HasAntidiagonal.mem_antidiagonal` in both lists. `omega` then gets its equation, and the last goal becomes an equality that `rfl` closes.

This version goes through:

```diff
@@ -97,9 +97,9 @@
   constructor
   · refine sum_le_sum_of_subset_of_nonneg (fun p hp => ?_) fun p _ _ => hf p
-    simp only [mem_biUnion, mem_range, mem_antidiagonal, mem_product] at hp ⊢
+    simp only [mem_biUnion, mem_range, HasAntidiagonal.mem_antidiagonal, mem_product] at hp ⊢
     obtain ⟨k, hk, h⟩ := hp
     omega
   · refine sum_le_sum_of_subset_of_nonneg (fun p hp => ?_) fun p _ _ => hf p
-    simp only [mem_biUnion, mem_range, mem_antidiagonal, mem_product] at hp ⊢
+    simp only [mem_biUnion, mem_range, HasAntidiagonal.mem_antidiagonal, mem_product] at hp ⊢
     exact ⟨p.1 + p.2, by omega, rfl⟩
 
```
